# The nodeless κ = −1 Dirac–Coulomb solution and its contraction relative to the Schrödinger 1s orbital

A radial Dirac program for atoms can be checked by switching off the electron–electron terms, putting in a point nucleus, and comparing the computed 1s energy and mean radius with closed expressions. The expressions below serve for that comparison. They also measure how much a one-electron 1s orbital shrinks when the Schrödinger equation is replaced by the Dirac equation.

## The radial equations for κ = −1

Take units with $\hbar = c = 1$. An electron of mass $m$ moves in the potential $-a/r$, where $a = Z\alpha$ is the nuclear charge times the fine-structure constant. For the angular quantum number $\kappa = -1$, which covers the $s_{1/2}$ states, the large radial component $P$ and the small radial component $Q$ obey

$$P' = \frac{P}{r} + \Big(E + m + \frac{a}{r}\Big)Q, \qquad Q' = -\frac{Q}{r} - \Big(E - m + \frac{a}{r}\Big)P .$$

The energy $E$ includes the rest energy $m$. Both components carry the usual factor $r$, so the radial density is $P^2 + Q^2$ without a further $r^2$.

For $0 < a < 1$ put $g = \sqrt{1-a^2}$. The 1s solution, up to a constant factor, is

$$P = r^g e^{-amr}, \qquad Q = -\frac{1-g}{a}\,P, \qquad E = gm,$$

and for $m > 0$ its mean radius is $(2g+1)/(2am)$.

## Exponent, energy and component ratio from four relations

Try $P = r^s e^{-lr}$ and $Q = qP$ with constants $s > 0$, $l$ and $q$. Then $P' = (s/r - l)P$. Dividing both equations by $P$, which is positive, and multiplying by $r$ gives

$$s - lr = 1 + \big((E+m)r + a\big)q, \qquad q(s - lr) = -q - \big((E-m)r + a\big).$$

These hold for all $r > 0$, so constant terms and coefficients of $r$ match separately:

$$s = 1 + aq, \qquad qs = -q - a, \qquad -l = (E+m)q, \qquad ql = E - m .$$

The first two relations read $aq = s - 1$ and $q(s+1) = -a$. Multiplying the second by $a$ gives $(s-1)(s+1) = -a^2$, hence $s^2 = 1 - a^2$. Since $s > 0$, $s = g$ and $q = -(1-g)/a$.

For the energy, insert $l = -(E+m)q$ into the last relation to get $E - m = -(E+m)q^2$. Also $q^2(s+1) = -aq = 1 - s$. Multiplying by $s+1$ therefore gives

$$(E-m)(s+1) = -(E+m)(1-s),$$

which simplifies to $2E = 2sm$, so $E = gm$. Finally $l = -(E+m)q = -m(g+1)q = am$.

Conversely, these values satisfy all four relations: $1 + aq = g$, $-q - a = qg$, $(gm+m)q = -am$, and $q\,am = m(g-1) = E - m$. The pair therefore solves the equations.

The condition $s > 0$ makes $P$ vanish at the nucleus and selects the positive root. The wavefunction itself behaves as $P/r \sim r^{g-1}$ and diverges there, but it remains square-integrable.

## Mean radius and contraction

For $l > 0$ and $2s + p + 1 > 0$ the radial moments are Gamma integrals:

$$\int_0^\infty r^p\,\big(r^s e^{-lr}\big)^2\,dr = \frac{\Gamma(2s+p+1)}{(2l)^{2s+p+1}} .$$

The density is $(1+q^2)P^2$, and the factor $1+q^2$ cancels in the mean. Dividing the moment $p=1$ by the moment $p=0$ and using $\Gamma(x+1) = x\,\Gamma(x)$ gives

$$\langle r\rangle = \frac{2s+1}{2l} .$$

With $s = g$ and $l = am$ this is the Dirac value. The solution is normalised to unit total density by multiplying both components by $N$, where

$$N^2 = \frac{(1+g)\,(2am)^{2g+1}}{2\,\Gamma(2g+1)} .$$

The Schrödinger 1s orbital is $u = re^{-amr}$. Differentiating twice,

$$u' = (1-amr)e^{-amr}, \qquad u'' = (-2am + a^2m^2r)e^{-amr} = -2m\Big(-\frac{ma^2}{2} + \frac{a}{r}\Big)u,$$

so it solves the radial equation for zero angular momentum at energy $\varepsilon = -ma^2/2$. Its mean radius is the case $s = 1$, $l = am$, $q = 0$, namely $3/(2am)$. The ratio of the two radii is

$$\frac{\langle r\rangle_{\text{Dirac}}}{\langle r\rangle_{\text{Schrödinger}}} = \frac{2g+1}{3} .$$

For $a = 80/137.036$ one has $0.805 < g < 0.82$, and the ratio lies between $0.87$ and $0.88$. The number $137.036$ is a rounded inverse fine-structure constant, put in by hand. The result describes a hydrogen-like mercury ion with a point nucleus, not the valence shell of the neutral atom.

## How the Lean statements express the physics

`IsRadialSolution a m E P Q` says that at every $r > 0$ the functions $P$ and $Q$ are differentiable and have the derivatives prescribed by the two equations. It fixes $\kappa = -1$, the sign convention for $Q$, and the zero of energy. The radial equations are the starting point; their separation from the four-component Dirac equation is not derived.

The function `profile s l` is $r^s e^{-lr}$ with a real exponent, `gam a` is $g$, and `ratio a` is $-(1-g)/a$. The functional `mean f P Q` is the integral of $f\,(P^2+Q^2)$ over $(0,\infty)$ divided by the integral of $P^2+Q^2$, so unnormalised components may be used. Lean assigns the value zero to a divergent integral; the moments here come out positive, which shows that they converge.

The main theorem, `dirac_coulomb_groundState`, states for $0 < a < 1$ and $m > 0$ that the pair solves the equations at $E = gm$ and has the stated mean radius. `nodeless_solution_unique` is the converse within the family $r^s e^{-lr}(1, q)$ with $s > 0$. It compares no other functions, so the word "groundState" in the names reflects the physical identification of this state and not a theorem about the lowest bound level.

`schrodinger_solves` expresses the second-order equation as two successive derivatives. In `contraction`, the Schrödinger orbital enters `mean` with a small component equal to zero, and both orbitals have the same $a$ and $m$. `contraction_charge_80` gives the numerical interval.

## The complete file

```lean
import Mathlib

open MeasureTheory Set

namespace DiracCoulombGroundState

noncomputable section

/-- The radial Dirac-Coulomb equations for `κ = -1`, with coupling `a`, mass `m` and energy `E`
(units with `ħ = c = 1`), for the large component `P` and the small component `Q`. -/
def IsRadialSolution (a m E : ℝ) (P Q : ℝ → ℝ) : Prop :=
  ∀ r : ℝ, 0 < r →
    HasDerivAt P (P r / r + (E + m + a / r) * Q r) r ∧
    HasDerivAt Q (-(Q r) / r - (E - m + a / r) * P r) r

/-- The nodeless radial profile `r^s exp(-l r)`. -/
def profile (s l r : ℝ) : ℝ := r ^ s * Real.exp (-(l * r))

/-- The relativistic exponent `g = √(1 - a²)`. -/
def gam (a : ℝ) : ℝ := √(1 - a ^ 2)

/-- The ratio `-(1 - g)/a` of the small to the large component. -/
def ratio (a : ℝ) : ℝ := -((1 - gam a) / a)

/-- The mean of `f(r)` in the radial density `P² + Q²`, normalised by the total density. -/
def mean (f P Q : ℝ → ℝ) : ℝ :=
  (∫ r in Ioi (0 : ℝ), f r * (P r ^ 2 + Q r ^ 2)) / ∫ r in Ioi (0 : ℝ), (P r ^ 2 + Q r ^ 2)

/-- The logarithmic derivative of the profile `r^s exp(-l r)` is `s/r - l`. -/
theorem hasDerivAt_profile (s l : ℝ) {r : ℝ} (hr : 0 < r) :
    HasDerivAt (profile s l) ((s / r - l) * profile s l r) r := by
  have h1 : HasDerivAt (fun x : ℝ => x ^ s) (s * r ^ (s - 1)) r :=
    Real.hasDerivAt_rpow_const (Or.inl hr.ne')
  have h2 : HasDerivAt (fun x : ℝ => Real.exp (-(l * x)))
      (Real.exp (-(l * r)) * (-(l * 1))) r :=
    (((hasDerivAt_id' r).const_mul l).fun_neg).exp
  have h3 : HasDerivAt (profile s l) _ r := h1.fun_mul h2
  refine h3.congr_deriv ?_
  rw [Real.rpow_sub_one hr.ne']
  unfold profile
  ring

/-- The pair `r^g exp(-a m r) (1, -(1 - g)/a)` solves the radial Dirac-Coulomb equations at
energy `E = g m`. -/
theorem groundState_solves {a : ℝ} (m : ℝ) (ha : 0 < a) (ha1 : a < 1) :
    IsRadialSolution a m (gam a * m) (profile (gam a) (a * m))
      (fun r => ratio a * profile (gam a) (a * m) r) := by
  have hg : gam a ^ 2 = 1 - a ^ 2 := Real.sq_sqrt (by nlinarith)
  -- the two algebraic relations between exponent and component ratio
  have haq : a * ratio a = gam a - 1 := by
    have h : a * ((1 - gam a) / a) = 1 - gam a := by field_simp
    unfold ratio
    linear_combination -h
  have hqg : ratio a * (gam a + 1) = -a :=
    mul_left_cancel₀ ha.ne' (by linear_combination (gam a + 1) * haq + hg)
  intro r hr
  have hP := hasDerivAt_profile (gam a) (a * m) hr
  constructor
  · refine hP.congr_deriv ?_
    linear_combination (-(profile (gam a) (a * m) r / r)) * haq
      - m * profile (gam a) (a * m) r * hqg
  · refine (hP.const_mul (ratio a)).congr_deriv ?_
    linear_combination (profile (gam a) (a * m) r / r) * hqg
      - m * profile (gam a) (a * m) r * haq

/-- If a pair `r^s exp(-l r) (1, q)` with `s > 0` solves the radial Dirac-Coulomb equations,
then its exponent, decay rate, energy and component ratio are `g`, `a m`, `g m` and
`-(1 - g)/a`. -/
theorem nodeless_solution_unique {a m E s l q : ℝ} (ha : 0 < a) (hs0 : 0 < s)
    (h : IsRadialSolution a m E (profile s l) (fun r => q * profile s l r)) :
    s = gam a ∧ l = a * m ∧ E = gam a * m ∧ q = ratio a := by
  -- cancel the positive profile from both equations
  have key : ∀ r : ℝ, 0 < r → s - l * r = 1 + ((E + m) * r + a) * q ∧
      q * (s - l * r) = -q - ((E - m) * r + a) := by
    intro r hr
    obtain ⟨h1, h2⟩ := h r hr
    have hP := hasDerivAt_profile s l hr
    have e1 : (s / r - l) * profile s l r
        = profile s l r / r + (E + m + a / r) * (q * profile s l r) := hP.unique h1
    have e2 : q * ((s / r - l) * profile s l r)
        = -(q * profile s l r) / r - (E - m + a / r) * profile s l r :=
      (hP.const_mul q).unique h2
    have hp : profile s l r ≠ 0 := by
      unfold profile
      positivity
    have hrr : r * r⁻¹ = 1 := mul_inv_cancel₀ hr.ne'
    constructor
    · apply mul_right_cancel₀ hp
      linear_combination r * e1 - (s - 1 - a * q) * profile s l r * hrr
    · apply mul_right_cancel₀ hp
      linear_combination r * e2 - (q * s + q + a) * profile s l r * hrr
  -- compare the equations at two radii
  obtain ⟨k1, j1⟩ := key 1 one_pos
  obtain ⟨k2, j2⟩ := key 2 two_pos
  have hs : s = 1 + a * q := by linear_combination 2 * k1 - k2
  have hl : -l = (E + m) * q := by linear_combination k2 - k1
  have hq : q * s = -q - a := by linear_combination 2 * j1 - j2
  have hE : -(q * l) = -(E - m) := by linear_combination j2 - j1
  have hss : 1 - a ^ 2 = s ^ 2 := by linear_combination -(s + 1) * hs - a * hq
  have hgs : gam a = s := by
    unfold gam
    rw [hss, Real.sqrt_sq hs0.le]
  have h2 : q ^ 2 * (s + 1) = 1 - s := by linear_combination q * hq + hs
  have hE' : E - m = -(E + m) * q ^ 2 := by linear_combination hE - q * hl
  have hEs : E = s * m := by
    linear_combination ((s + 1) / 2) * hE' - ((E + m) / 2) * h2
  refine ⟨hgs.symm, by linear_combination -hl - q * hEs - m * hq, by rw [hgs, hEs], ?_⟩
  have h3 : (1 - s) / a = -q := by
    rw [div_eq_iff ha.ne']
    linear_combination -hs
  unfold ratio
  rw [hgs, h3, neg_neg]

/-- The radial moment of order `p` of the squared profile is a Gamma function times a power of
the length `1/(2l)`. -/
theorem profile_moment {s l p : ℝ} (hl : 0 < l) (h : 0 < 2 * s + p + 1) :
    ∫ r in Ioi (0 : ℝ), r ^ p * profile s l r ^ 2
      = (1 / (2 * l)) ^ (2 * s + p + 1) * Real.Gamma (2 * s + p + 1) := by
  have hl2 : 0 < 2 * l := by positivity
  rw [← Real.integral_rpow_mul_exp_neg_mul_Ioi h hl2]
  refine setIntegral_congr_fun measurableSet_Ioi fun r hr => ?_
  have hr0 : 0 < r := hr
  have e1 : r ^ (2 * s + p + 1 - 1) = r ^ s * r ^ s * r ^ p := by
    rw [← Real.rpow_add hr0, ← Real.rpow_add hr0]
    congr 1
    ring
  have e2 : Real.exp (-(2 * l * r)) = Real.exp (-(l * r)) * Real.exp (-(l * r)) := by
    rw [← Real.exp_add]
    congr 1
    ring
  simp only [profile, e1, e2]
  ring

/-- A pair `r^s exp(-l r) (1, q)` has mean radius `(2s + 1)/(2l)`, whatever the component
ratio `q`. -/
theorem mean_radius_profile {s l : ℝ} (q : ℝ) (hl : 0 < l) (hs : 0 < 2 * s + 1) :
    mean (fun r => r) (profile s l) (fun r => q * profile s l r) = (2 * s + 1) / (2 * l) := by
  have hb : 0 < 1 / (2 * l) := by positivity
  have hN : ∫ r in Ioi (0 : ℝ), (profile s l r ^ 2 + (q * profile s l r) ^ 2)
      = (1 + q ^ 2) * ((1 / (2 * l)) ^ (2 * s + 1) * Real.Gamma (2 * s + 1)) := by
    have h := profile_moment (s := s) (p := 0) hl (by linarith)
    rw [add_zero] at h
    rw [← h, ← integral_const_mul]
    refine setIntegral_congr_fun measurableSet_Ioi fun r _ => ?_
    simp only [Real.rpow_zero]
    ring
  have hM : ∫ r in Ioi (0 : ℝ), r * (profile s l r ^ 2 + (q * profile s l r) ^ 2)
      = (1 + q ^ 2) * ((1 / (2 * l)) ^ (2 * s + 1) * (1 / (2 * l))
        * ((2 * s + 1) * Real.Gamma (2 * s + 1))) := by
    have h := profile_moment (s := s) (p := 1) hl (by linarith)
    rw [Real.rpow_add_one hb.ne', Real.Gamma_add_one hs.ne'] at h
    rw [← h, ← integral_const_mul]
    refine setIntegral_congr_fun measurableSet_Ioi fun r _ => ?_
    simp only [Real.rpow_one]
    ring
  have hD : (1 + q ^ 2) * ((1 / (2 * l)) ^ (2 * s + 1) * Real.Gamma (2 * s + 1)) ≠ 0 := by
    have hG := Real.Gamma_pos_of_pos hs
    have hA := Real.rpow_pos_of_pos hb (2 * s + 1)
    exact (mul_pos (by positivity) (mul_pos hA hG)).ne'
  unfold mean
  rw [hN, hM, div_eq_iff hD]
  ring

/-- For `0 < a < 1` and `m > 0` the pair `r^g exp(-a m r) (1, -(1 - g)/a)` solves the radial
Dirac-Coulomb equations at `E = g m`, and its mean radius is `(2g + 1)/(2 a m)`. -/
theorem dirac_coulomb_groundState {a m : ℝ} (ha : 0 < a) (ha1 : a < 1) (hm : 0 < m) :
    IsRadialSolution a m (gam a * m) (profile (gam a) (a * m))
      (fun r => ratio a * profile (gam a) (a * m) r) ∧
    mean (fun r => r) (profile (gam a) (a * m))
      (fun r => ratio a * profile (gam a) (a * m) r) = (2 * gam a + 1) / (2 * (a * m)) := by
  have hg : 0 ≤ gam a := Real.sqrt_nonneg _
  exact ⟨groundState_solves m ha ha1,
    mean_radius_profile _ (mul_pos ha hm) (by linarith)⟩

/-- The orbital `u = r exp(-a m r)` solves the radial Schrödinger equation
`u'' = -2m (ε + a/r) u` for zero angular momentum at `ε = -m a²/2`. -/
theorem schrodinger_solves (a m : ℝ) {r : ℝ} (hr : 0 < r) :
    HasDerivAt (profile 1 (a * m)) ((1 - a * m * r) * Real.exp (-(a * m * r))) r ∧
    HasDerivAt (fun x : ℝ => (1 - a * m * x) * Real.exp (-(a * m * x)))
      (-(2 * m * (-(m * a ^ 2 / 2) + a / r)) * profile 1 (a * m) r) r := by
  have hrr : r * r⁻¹ = 1 := mul_inv_cancel₀ hr.ne'
  have hlin := (hasDerivAt_id' r).const_mul (a * m)
  constructor
  · refine (hasDerivAt_profile 1 (a * m) hr).congr_deriv ?_
    simp only [profile, Real.rpow_one]
    linear_combination Real.exp (-(a * m * r)) * hrr
  · refine ((hlin.const_sub 1).fun_mul hlin.fun_neg.exp).congr_deriv ?_
    simp only [profile, Real.rpow_one]
    linear_combination 2 * a * m * Real.exp (-(a * m * r)) * hrr

/-- The Dirac mean radius divided by that of the Schrödinger orbital `r exp(-a m r)` is
`(2g + 1)/3`. -/
theorem contraction {a m : ℝ} (ha : 0 < a) (ha1 : a < 1) (hm : 0 < m) :
    mean (fun r => r) (profile (gam a) (a * m)) (fun r => ratio a * profile (gam a) (a * m) r)
      / mean (fun r => r) (profile 1 (a * m)) (fun _ => 0) = (2 * gam a + 1) / 3 := by
  have h := mean_radius_profile (s := 1) 0 (mul_pos ha hm) (by norm_num)
  simp only [zero_mul] at h
  have hc : 2 * (a * m) ≠ 0 := by positivity
  rw [(dirac_coulomb_groundState ha ha1 hm).2, h, div_div_div_cancel_right₀ hc]
  norm_num

/-- At nuclear charge 80, with `a = 80/137.036`, the ratio of the Dirac to the Schrödinger mean
radius lies between 0.87 and 0.88. -/
theorem contraction_charge_80 {a m : ℝ} (ha : a = 80 / 137.036) (hm : 0 < m) :
    mean (fun r => r) (profile (gam a) (a * m)) (fun r => ratio a * profile (gam a) (a * m) r)
      / mean (fun r => r) (profile 1 (a * m)) (fun _ => 0) ∈ Ioo (0.87 : ℝ) 0.88 := by
  rw [contraction (by rw [ha]; norm_num) (by rw [ha]; norm_num) hm]
  have h1 : (0.805 : ℝ) < gam a := by
    unfold gam
    rw [Real.lt_sqrt (by norm_num), ha]
    norm_num
  have h2 : gam a < (0.82 : ℝ) := by
    unfold gam
    rw [Real.sqrt_lt' (by norm_num), ha]
    norm_num
  constructor
  · norm_num at h1 ⊢
    linarith
  · norm_num at h2 ⊢
    linarith

end

end DiracCoulombGroundState
```

```lean
#print axioms DiracCoulombGroundState.nodeless_solution_unique
#print axioms DiracCoulombGroundState.dirac_coulomb_groundState
#print axioms DiracCoulombGroundState.schrodinger_solves
#print axioms DiracCoulombGroundState.contraction_charge_80
```

```
'DiracCoulombGroundState.nodeless_solution_unique' depends on axioms: [propext, Classical.choice, Quot.sound]
'DiracCoulombGroundState.dirac_coulomb_groundState' depends on axioms: [propext, Classical.choice, Quot.sound]
'DiracCoulombGroundState.schrodinger_solves' depends on axioms: [propext, Classical.choice, Quot.sound]
'DiracCoulombGroundState.contraction_charge_80' depends on axioms: [propext, Classical.choice, Quot.sound]
```

## How the proof follows the calculation

`hasDerivAt_profile` applies the product rule to $r^s$ and $e^{-lr}$ and rewrites the result as $(s/r - l)$ times the profile. Both directions of the argument use it.

In `groundState_solves`, the facts `haq` and `hqg` are $aq = g-1$ and $q(g+1) = -a$. The second is obtained by multiplying by $a$, using $g^2 = 1-a^2$, and cancelling $a$. Each differential equation then reduces to an algebraic identity. The tactic `linear_combination` proves it by adding multiples of `haq` and `hqg`, with the profile and $m$ in the coefficients.

`nodeless_solution_unique` begins with the uniqueness of derivatives: the derivative computed from the profile must equal the one required by the equation. Cancelling the nonzero profile gives the two relations called `key`, valid for all $r > 0$. Matching coefficients is done by evaluating them at $r = 1$ and $r = 2$. Twice the first evaluation minus the second leaves the constant terms, and the second minus the first leaves the coefficients of $r$. The resulting facts `hs`, `hl`, `hq` and `hE` are the four relations above. From them, `hss` gives $s^2 = 1-a^2$, the hypothesis $s > 0$ selects the root, and `hEs` gives $E = sm$.

`profile_moment` combines the powers and exponentials in the integrand and applies Mathlib's Gamma integral. `mean_radius_profile` uses it for $p = 0$ and $p = 1$, takes the factor $1+q^2$ out of both integrals, and applies the Gamma recursion. The fact `hD` shows that the total density is nonzero, which justifies the division. The main theorem joins this result to `groundState_solves`.

`schrodinger_solves` carries out the two differentiations of $u$. `contraction` divides the two mean radii and cancels $2am$. For charge 80, the bounds $0.805 < g < 0.82$ are proved by comparing squares, and linear arithmetic carries them over to $(2g+1)/3$.
